# An eight-site Hückel skeleton with triangles and uniform charges at half filling

The occupied orbitals are selected here by an energy threshold, applied to an arbitrary complete orthonormal set of real eigenvectors. No orbital is singled out by its place in a list, and degenerate orbitals may be mixed in any way.

The setting is the Hückel model $H=\alpha+\beta A$, where $A$ is the adjacency matrix of the skeleton. The on-site energy $\alpha$ is the same for all sites, and the hopping $\beta<0$ is the same for all bonds. An orbital with adjacency eigenvalue $e$ has energy $\alpha+\beta e$, so large $e$ means low energy. Only $A$ appears in the code.

In an alternant skeleton the sites split into two classes with bonds only between the classes, and at half filling, with any nonbonding orbitals singly occupied, this makes all Hückel charges equal. The problems below test the converse. Within this non-interacting model, with no overlap and one hopping parameter, they show that uniform charges do not imply an alternant skeleton.

```lean
import Mathlib

open Matrix

namespace UniformChargesNonalternant

noncomputable section
```

The sites are the integers modulo 8. `SimpleGraph.fromRel` makes the relation symmetric and removes loops, so each site is bonded to the four sites at distance 1 or 2 around the ring. This is a model graph, not the skeleton of a conjugated hydrocarbon, where a trigonal carbon atom has at most three neighbours. The second declaration lets finite statements about bonds be settled by evaluation.

```lean
/-- The skeleton: eight sites on a ring, bonded when their labels differ by 1 or 2 up to sign. -/
def skeleton : SimpleGraph (ZMod 8) :=
  SimpleGraph.fromRel (fun x y => y - x = 1 ∨ y - x = 2)

instance : DecidableRel skeleton.Adj := fun x y =>
  decidable_of_iff (x ≠ y ∧ ((y - x = 1 ∨ y - x = 2) ∨ (x - y = 1 ∨ x - y = 2))) Iff.rfl
```

The orbitals are the columns of a real matrix $U$, so $U_{xi}$ is the amplitude of orbital $i$ on site $x$, with eigenvalue $e_i$. The orbital labels $i$ also come from `ZMod 8`, but their order has no meaning. For a threshold $\mu$, let $n_i=1$ if $e_i>\mu$ and $n_i=0$ otherwise. The occupied projector is
$$P_{xy}=\sum_i n_i\,U_{xi}U_{yi},$$
and $2P_{xx}$ is the electron population of site $x$ when each selected orbital holds two electrons.

```lean
/-- The matrix `U * diagonal n * Uᵀ`, where `n i` is 1 if `μ < e i` and 0 otherwise. When the
columns of `U` are orthonormal, it is the projector onto the span of the selected columns. -/
def occupiedProjector (U : Matrix (ZMod 8) (ZMod 8) ℝ) (e : ZMod 8 → ℝ) (μ : ℝ) :
    Matrix (ZMod 8) (ZMod 8) ℝ :=
  U * diagonal (fun i => if μ < e i then (1 : ℝ) else 0) * Uᵀ
```

Two auxiliary definitions handle integer matrices: one builds a matrix whose entries depend only on $x-y$, and the other reads off an entry.

```lean
/-- The integer matrix whose entry between sites `x` and `y` is `v (x - y)`. -/
def walkTable (v : Fin 8 → ℤ) : Matrix (ZMod 8) (ZMod 8) ℤ :=
  Matrix.of fun x y => v (x - y : ZMod 8)

/-- The entry of an integer matrix between two sites. -/
def entry (M : Matrix (ZMod 8) (ZMod 8) ℤ) (x y : ZMod 8) : ℤ := M x y
```

## (a) Equality of matrices from their entries

**Task.** Show that $M_{xy}=N_{xy}$ for all sites $x,y$ implies $M=N$.

**Solution.** A matrix is a function of its two indices, and functions with equal values are equal. An identity between integer matrices thus becomes 64 integer equalities, which can be evaluated.

```lean
/-- Two integer matrices on the sites are equal when all their entries agree. -/
theorem eq_of_entry {M N : Matrix (ZMod 8) (ZMod 8) ℤ}
    (h : ∀ x y, entry M x y = entry N x y) : M = N :=
  Matrix.ext fun x y => h x y
```

## (b) Triangles everywhere

**Task.** Show that, for every site $x$, the sites $x$, $x+1$ and $x+2$ are mutually bonded.

**Solution.** Their differences are 1, 1 and 2, and each of these gives a bond. In Lean, `decide +kernel` checks the eight values of $x$.

```lean
/-- Any three consecutive sites form a triangle. -/
theorem triangle (x : ZMod 8) :
    skeleton.Adj x (x + 1) ∧ skeleton.Adj (x + 1) (x + 2) ∧ skeleton.Adj x (x + 2) := by
  revert x
  decide +kernel
```

## (c) No division into two classes

**Task.** Show that no map $c$ from the sites to two colours satisfies $c(x)\neq c(y)$ on every bond.

**Solution.** By (b), sites 0, 1 and 2 would need three different colours. The step `key` states that two colours cannot supply them.

```lean
/-- The skeleton is not alternant: its sites cannot be split into two classes with bonds
only between the classes. -/
theorem not_alternant : ¬ skeleton.Colorable 2 := by
  rintro ⟨c⟩
  have key : ∀ a b d : Fin 2, a ≠ b → b ≠ d → a ≠ d → False := by decide
  obtain ⟨h1, h2, h3⟩ := triangle 0
  exact key _ _ _ (c.valid h1) (c.valid h2) (c.valid h3)
```

## (d) Counting walks

**Task.** Let $v_k(d)$ be the number of $k$-step walks between two sites whose labels differ by $d$. Show that

| $d$ | 0 | 1 | 2 | 3 | 4 |
|---|---|---|---|---|---|
| $v_2$ | 4 | 2 | 1 | 2 | 2 |
| $v_3$ | 6 | 9 | 10 | 7 | 6 |
| $v_4$ | 38 | 32 | 28 | 32 | 34 |
| $v_5$ | 120 | 130 | 136 | 126 | 120 |

with $v_k(-d)=v_k(d)$ for the remaining differences. These counts are the entries of the powers of the adjacency matrix, $(A^k)_{xy}=v_k(x-y)$, which is the form stated in Lean.

**Solution.** The last step of a walk has length $\pm1$ or $\pm2$, so
$$v_{k+1}(d)=v_k(d-1)+v_k(d+1)+v_k(d-2)+v_k(d+2).$$
Start from $v_1=(0,1,1,0,0)$ for $d=0,\dots,4$. The sums, in order of $d$, are:

- $v_2$: $1+1+1+1$, $0+1+1+0$, $1+0+0+0$, $1+0+1+0$, $0+0+1+1$.
- $v_3$: $2+2+1+1$, $4+1+2+2$, $2+2+4+2$, $1+2+2+2$, $2+2+1+1$.
- $v_4$: $9+9+10+10$, $6+10+9+7$, $9+7+6+6$, $10+6+9+7$, $7+7+10+10$.
- $v_5$: $32+32+28+28$, $38+28+32+32$, $32+32+38+34$, $28+34+32+32$, $32+32+28+28$.

Lean follows the same recursion: `pow_succ` splits off one factor of $A$, and the product with the previous table is evaluated entry by entry.

```lean
/-- The numbers of walks of two, three, four and five steps between any two sites. -/
theorem walk_counts :
    skeleton.adjMatrix ℤ ^ 2 = walkTable ![4, 2, 1, 2, 2, 2, 1, 2] ∧
    skeleton.adjMatrix ℤ ^ 3 = walkTable ![6, 9, 10, 7, 6, 7, 10, 9] ∧
    skeleton.adjMatrix ℤ ^ 4 = walkTable ![38, 32, 28, 32, 34, 32, 28, 32] ∧
    skeleton.adjMatrix ℤ ^ 5 = walkTable ![120, 130, 136, 126, 120, 126, 136, 130] := by
  have h2 : skeleton.adjMatrix ℤ ^ 2 = walkTable ![4, 2, 1, 2, 2, 2, 1, 2] := by
    rw [sq]; apply eq_of_entry; decide +kernel
  have h3 : skeleton.adjMatrix ℤ ^ 3 = walkTable ![6, 9, 10, 7, 6, 7, 10, 9] := by
    rw [pow_succ, h2]; apply eq_of_entry; decide +kernel
  have h4 : skeleton.adjMatrix ℤ ^ 4 = walkTable ![38, 32, 28, 32, 34, 32, 28, 32] := by
    rw [pow_succ, h3]; apply eq_of_entry; decide +kernel
  refine ⟨h2, h3, h4, ?_⟩
  rw [pow_succ, h4]; apply eq_of_entry; decide +kernel
```

## (e) From integer to real matrices

**Task.** Write $A_{\mathbb Z}$ and $A_{\mathbb R}$ for the adjacency matrix with integer and with real entries. Show that $(A_{\mathbb R}^k)_{xy}=(A_{\mathbb Z}^k)_{xy}$.

**Solution.** Both sides are the same sum of products of zeros and ones, and the inclusion of the integers in the reals preserves sums and products. Lean applies this inclusion as a ring homomorphism on matrices, which commutes with powers.

```lean
/-- Entries of powers of the real adjacency matrix are the integer walk counts. -/
theorem pow_apply_cast (k : ℕ) (x y : ZMod 8) :
    (skeleton.adjMatrix ℝ ^ k) x y = ((skeleton.adjMatrix ℤ ^ k) x y : ℝ) := by
  have hf : skeleton.adjMatrix ℝ = (Int.castRingHom ℝ).mapMatrix (skeleton.adjMatrix ℤ) := by
    ext x y
    simp [SimpleGraph.adjMatrix_apply]
  rw [hf, ← map_pow]
  rfl
```

## (f) Powers acting on orbitals

**Task.** Given $AU=UD$ with $D=\mathrm{diag}(e_i)$, show that $A^kU=UD^k$.

**Solution.** The case $k=0$ reads $U=U$. If the claim holds for $k$, then
$$A^{k+1}U=A^k(AU)=(A^kU)D=UD^kD=UD^{k+1}.$$
The Lean induction makes the same rearrangement.

```lean
/-- If `A` multiplies each column `i` of `U` by `e i`, then `A ^ k` multiplies it by `e i ^ k`. -/
theorem pow_mul_orbitals {A U : Matrix (ZMod 8) (ZMod 8) ℝ} {e : ZMod 8 → ℝ}
    (hA : A * U = U * diagonal e) (k : ℕ) :
    A ^ k * U = U * diagonal (fun i => e i ^ k) := by
  induction k with
  | zero => simp
  | succ k ih =>
    rw [pow_succ, Matrix.mul_assoc, hA, ← Matrix.mul_assoc, ih, Matrix.mul_assoc,
      diagonal_mul_diagonal]
    simp only [pow_succ]
```

## (g) The possible eigenvalues

**Task.** Given $UU^{\mathsf T}=1$ and $AU=UD$, show that every $e_i$ lies in $\{0,\,4,\,-2,\,\sqrt2,\,-\sqrt2\}$.

**Solution.** The tables in (d) satisfy
$$A^5=2A^4+10A^3-4A^2-16A.$$
For $d=0,\dots,4$ the right-hand side is

- $76+60-16-0=120$,
- $64+90-8-16=130$,
- $56+100-4-16=136$,
- $64+70-8-0=126$,
- $68+60-8-0=120$.

Multiply by $U$, use (f), and read off the entry $(x,i)$:
$$U_{xi}\,e_i(e_i-4)(e_i+2)(e_i^2-2)=0.$$
Since $U$ is square, $U^{\mathsf T}U=1$ as well, so column $i$ is normalised and has some $U_{xi}\neq0$. The polynomial factor therefore vanishes.

In Lean, `hZ` and `hR` are the identity for $A^5$ over the integers and the reals, and `hq` is the polynomial equation. The theorem restricts the eigenvalues to this list and makes no statement about their multiplicities.

```lean
/-- Every orbital of the skeleton has adjacency eigenvalue 0, 4, -2, √2 or -√2. -/
theorem orbital_energies {U : Matrix (ZMod 8) (ZMod 8) ℝ} {e : ZMod 8 → ℝ}
    (hU : U * Uᵀ = 1) (hA : skeleton.adjMatrix ℝ * U = U * diagonal e) (i : ZMod 8) :
    e i = 0 ∨ e i = 4 ∨ e i = -2 ∨ e i = √2 ∨ e i = -√2 := by
  -- the five-step walk counts are a fixed linear combination of those for one to four steps
  have hZ : ∀ x y, entry (skeleton.adjMatrix ℤ ^ 5) x y =
      2 * entry (skeleton.adjMatrix ℤ ^ 4) x y + 10 * entry (skeleton.adjMatrix ℤ ^ 3) x y
      - 4 * entry (skeleton.adjMatrix ℤ ^ 2) x y
      - 16 * entry (skeleton.adjMatrix ℤ ^ 1) x y := by
    obtain ⟨h2, h3, h4, h5⟩ := walk_counts
    rw [h2, h3, h4, h5, pow_one]
    decide +kernel
  have hR : skeleton.adjMatrix ℝ ^ 5 = (2 : ℝ) • skeleton.adjMatrix ℝ ^ 4
      + (10 : ℝ) • skeleton.adjMatrix ℝ ^ 3 - (4 : ℝ) • skeleton.adjMatrix ℝ ^ 2
      - (16 : ℝ) • skeleton.adjMatrix ℝ ^ 1 := by
    ext x y
    simp only [Matrix.sub_apply, Matrix.add_apply, Matrix.smul_apply, smul_eq_mul,
      pow_apply_cast]
    have hxy := hZ x y
    unfold entry at hxy
    exact_mod_cast hxy
  have hq : e i * (e i - 4) * (e i + 2) * (e i ^ 2 - 2) = 0 := by
    by_contra hne
    have hcol : ∀ x, U x i = 0 := by
      intro x
      have hm := congrArg (fun M => M * U) hR
      simp only [Matrix.sub_mul, Matrix.add_mul, Matrix.smul_mul, pow_mul_orbitals hA] at hm
      have h := congrArg (fun M : Matrix (ZMod 8) (ZMod 8) ℝ => M x i) hm
      simp only [Matrix.sub_apply, Matrix.add_apply, Matrix.smul_apply, smul_eq_mul,
        Matrix.mul_diagonal] at h
      have h0 : U x i * (e i * (e i - 4) * (e i + 2) * (e i ^ 2 - 2)) = 0 := by
        linear_combination h
      exact (mul_eq_zero.mp h0).resolve_right hne
    -- a normalised orbital cannot vanish on all sites
    have hUU : Uᵀ * U = 1 := mul_eq_one_comm.mp hU
    have h1 : (Uᵀ * U) i i = (1 : Matrix (ZMod 8) (ZMod 8) ℝ) i i := by rw [hUU]
    rw [Matrix.mul_apply] at h1
    simp [hcol] at h1
  have hs : √2 ^ 2 = (2 : ℝ) := Real.sq_sqrt (by norm_num)
  rcases mul_eq_zero.mp hq with h | h
  · rcases mul_eq_zero.mp h with h | h
    · rcases mul_eq_zero.mp h with h | h
      · exact Or.inl h
      · exact Or.inr (Or.inl (by linarith))
    · exact Or.inr (Or.inr (Or.inl (by linarith)))
  · have h' : (e i - √2) * (e i + √2) = 0 := by linear_combination h - hs
    rcases mul_eq_zero.mp h' with h | h
    · exact Or.inr (Or.inr (Or.inr (Or.inl (by linarith))))
    · exact Or.inr (Or.inr (Or.inr (Or.inr (by linarith))))
```

## (h) Four occupied orbitals and equal charges

**Task.** Under the hypotheses of (g), with threshold $\mu=-1$, show that exactly four indices $i$ have $e_i>-1$, and that
$$2P_{xx}=1\quad\text{for every site }x.$$

**Solution.** From (f) and $UU^{\mathsf T}=1$ we get $A^k=UD^kU^{\mathsf T}$. Its diagonal gives the moments
$$\sum_i e_i^k\,U_{xi}^2=(A^k)_{xx}=1,\,0,\,4,\,6,\,38\qquad(k=0,\dots,4).$$
The threshold $-1$ lies in the gap between the allowed values $0$ and $-\sqrt2$, so the occupation must be 1 at $4,\sqrt2,0$ and 0 at $-\sqrt2,-2$. The quartic with these values is
$$n(e)=1+\frac{(2+3\sqrt2)e^4+(4-15\sqrt2)e^3-(46+6\sqrt2)e^2+(72\sqrt2-8)e}{168}.$$
Substitution confirms it: the numerator is 0 at $4,\sqrt2,0$ and $-168$ at $-\sqrt2,-2$. Inserting the moments,
$$P_{xx}=1+\frac{38(2+3\sqrt2)+6(4-15\sqrt2)-4(46+6\sqrt2)}{168}=1-\frac{84}{168}=\frac12.$$
For the count, take the trace in two ways:
$$8\cdot\tfrac12=\operatorname{tr}P=\sum_i n_i\sum_x U_{xi}^2=\sum_i n_i.$$
The number of selected orbitals is therefore 4. Since $\beta<0$, these are the four orbitals of lowest energy. Doubly occupied, they hold eight electrons on eight sites, which is half filling. That the charges are equal can also be seen from symmetry: the shift $x\mapsto x+1$ preserves all bonds, and the threshold never separates orbitals of equal energy, so $P$ is unchanged by the shift and all $P_{xx}$ agree.

In the Lean proof `hM` gives the moments and `hp` the quartic, checked on the five cases from (g). Then `hP` is the value of $P_{xx}$ and `ht` the trace. Counting indices $i$ counts eigenvalues with multiplicity. The theorem also includes the triangles of (b) in its conclusion.

```lean
/-- For any complete orthonormal set of real orbitals of the skeleton, every site lies in a
triangle, exactly four adjacency eigenvalues exceed -1, and twice the projector onto their
orbitals has every diagonal entry equal to 1. -/
theorem uniform_charges_with_triangles {U : Matrix (ZMod 8) (ZMod 8) ℝ} {e : ZMod 8 → ℝ}
    (hU : U * Uᵀ = 1) (hA : skeleton.adjMatrix ℝ * U = U * diagonal e) :
    (∀ x, skeleton.Adj x (x + 1) ∧ skeleton.Adj (x + 1) (x + 2) ∧ skeleton.Adj x (x + 2)) ∧
    (Finset.univ.filter (fun i => -1 < e i)).card = 4 ∧
    ∀ x, 2 * occupiedProjector U e (-1) x x = 1 := by
  have hs : √2 ^ 2 = (2 : ℝ) := Real.sq_sqrt (by norm_num)
  have hs1 : 1 < √2 := by nlinarith [Real.sqrt_nonneg (2 : ℝ)]
  have hdiag : ∀ (d : ZMod 8 → ℝ) x, (U * diagonal d * Uᵀ) x x = ∑ i, d i * U x i ^ 2 := by
    intro d x
    rw [Matrix.mul_apply]
    refine Finset.sum_congr rfl fun i _ => ?_
    rw [Matrix.mul_diagonal, Matrix.transpose_apply]
    ring
  -- closed walks are the moments of the local density of states
  have hM : ∀ k x, ∑ i, e i ^ k * U x i ^ 2 = ((skeleton.adjMatrix ℤ ^ k) x x : ℝ) := by
    intro k x
    rw [← pow_apply_cast, ← hdiag, ← pow_mul_orbitals hA, Matrix.mul_assoc, hU, Matrix.mul_one]
  -- on the spectrum the occupation number is a quartic polynomial
  have hp : ∀ i, (if -1 < e i then (1 : ℝ) else 0) =
      (2 + 3 * √2) / 168 * e i ^ 4 + (4 - 15 * √2) / 168 * e i ^ 3
      + (-46 - 6 * √2) / 168 * e i ^ 2 + (72 * √2 - 8) / 168 * e i ^ 1 + 1 * e i ^ 0 := by
    intro i
    rcases orbital_energies hU hA i with h | h | h | h | h <;> rw [h]
    · rw [if_pos (by norm_num)]; ring
    · rw [if_pos (by norm_num)]; ring
    · rw [if_neg (by norm_num)]; ring
    · rw [if_pos (by linarith)]
      linear_combination (-(3 * √2 ^ 3 - 13 * √2 ^ 2 + 4 * √2) / 168) * hs
    · rw [if_neg (by linarith)]
      linear_combination (-(3 * √2 ^ 3 + 17 * √2 ^ 2 - 4 * √2 - 84) / 168) * hs
  have hP : ∀ x, occupiedProjector U e (-1) x x = 1 / 2 := by
    intro x
    obtain ⟨h2, h3, h4, -⟩ := walk_counts
    have m0 : ∑ i, e i ^ 0 * U x i ^ 2 = 1 := by rw [hM]; simp
    have m1 : ∑ i, e i ^ 1 * U x i ^ 2 = 0 := by
      rw [hM, pow_one]; simp [SimpleGraph.adjMatrix_apply]
    have m2 : ∑ i, e i ^ 2 * U x i ^ 2 = 4 := by
      rw [hM, h2]; simp only [walkTable, Matrix.of_apply, sub_self]; norm_cast
    have m3 : ∑ i, e i ^ 3 * U x i ^ 2 = 6 := by
      rw [hM, h3]; simp only [walkTable, Matrix.of_apply, sub_self]; norm_cast
    have m4 : ∑ i, e i ^ 4 * U x i ^ 2 = 38 := by
      rw [hM, h4]; simp only [walkTable, Matrix.of_apply, sub_self]; norm_cast
    rw [occupiedProjector, hdiag]
    simp only [hp, add_mul, Finset.sum_add_distrib, mul_assoc, ← Finset.mul_sum]
    rw [m0, m1, m2, m3, m4]
    ring
  refine ⟨triangle, ?_, fun x => by rw [hP]; norm_num⟩
  -- the trace of the projector counts the occupied orbitals
  have ht : (occupiedProjector U e (-1)).trace = 4 := by
    simp only [Matrix.trace, Matrix.diag_apply, hP, Finset.sum_const, Finset.card_univ,
      ZMod.card, nsmul_eq_mul]
    norm_num
  rw [occupiedProjector, Matrix.trace_mul_comm, ← Matrix.mul_assoc, mul_eq_one_comm.mp hU,
    Matrix.one_mul, Matrix.trace_diagonal, Finset.sum_boole] at ht
  exact_mod_cast ht
```

## (i) Symmetry of the adjacency matrix

**Task.** Show that $A_{xy}=A_{yx}$, so that the real matrix $A$ is Hermitian.

**Solution.** A bond from $x$ to $y$ is also a bond from $y$ to $x$.

```lean
/-- The adjacency matrix of the skeleton is Hermitian. -/
theorem adjacency_hermitian : (skeleton.adjMatrix ℝ).IsHermitian :=
  Matrix.IsHermitian.ext fun i j => by
    simp [SimpleGraph.adjMatrix_apply, SimpleGraph.adj_comm _ i j]
```

## (j) A set of orbitals that meets the hypotheses

**Task.** Exhibit $U$ and $e$ with $UU^{\mathsf T}=1$ and $AU=U\,\mathrm{diag}(e_i)$.

**Solution.** By (i) and the spectral theorem, $A$ has an orthonormal basis of real eigenvectors. Take these as the columns of $U$, with $e_i$ the corresponding eigenvalues. Orthonormality gives the first equation, and the eigenvalue equation, read column by column, gives the second. Lean uses Mathlib's `eigenvectorUnitary` and `eigenvalues`; for real entries the conjugate transpose is the transpose. The result of (h) thus applies to an actual set of orbitals.

```lean
/-- The eigenvector matrix and eigenvalues from the spectral theorem form a complete
orthonormal set of real orbitals of the skeleton. -/
theorem orbitals_witness :
    (adjacency_hermitian.eigenvectorUnitary : Matrix (ZMod 8) (ZMod 8) ℝ) *
      (adjacency_hermitian.eigenvectorUnitary : Matrix (ZMod 8) (ZMod 8) ℝ)ᵀ = 1 ∧
    skeleton.adjMatrix ℝ * (adjacency_hermitian.eigenvectorUnitary : Matrix _ _ ℝ) =
      (adjacency_hermitian.eigenvectorUnitary : Matrix _ _ ℝ) *
        diagonal adjacency_hermitian.eigenvalues := by
  constructor
  · have h := Matrix.mem_unitaryGroup_iff.mp adjacency_hermitian.eigenvectorUnitary.2
    rwa [Matrix.star_eq_conjTranspose, Matrix.conjTranspose_eq_transpose_of_trivial] at h
  · ext x i
    have h := congrFun (adjacency_hermitian.mulVec_eigenvectorBasis i) x
    rw [Matrix.mul_diagonal, mul_comm]
    exact h

end

end UniformChargesNonalternant
```

```lean
#print axioms UniformChargesNonalternant.not_alternant
#print axioms UniformChargesNonalternant.uniform_charges_with_triangles
```

```
'UniformChargesNonalternant.not_alternant' depends on axioms: [propext, Classical.choice, Quot.sound]
'UniformChargesNonalternant.uniform_charges_with_triangles' depends on axioms: [propext, Classical.choice, Quot.sound]
```
